# Every $n$-dimensional space group with point group of order $N$ contains an $m$-fold enlarged copy of itself, of index $m^n$, for each positive integer $m\equiv 1 \pmod N$

Take the plane group $pg$, with lattice $\mathbb Z^2$ and glide $(x,y)\mapsto(x+\tfrac12,-y)$. Stretching the plane by $m$ about the origin turns the glide into $(x,y)\mapsto(x+\tfrac m2,-y)$. For $m=3$ the new translation is $\tfrac32=1+\tfrac12$, so the stretched glide is the old one followed by a lattice translation, and it still belongs to the group. For $m=2$ the translation is $1$, and the group does not contain that operation. With $m=3$ the lattice becomes $3\mathbb Z^2$, and the stretched group has index $9$. The point group has order $2$, and $3\equiv1\pmod 2$.

## One centre for all admissible factors

Let $G$ be a space group in coordinates where its translations are exactly $\mathbb Z^n$, and let its point group have finite order $N$. Write an operation as $g=\{R\,|\,t\}$, meaning $gx=Rx+t$. There is a point $c$, the same for all $m$, such that for every positive integer $m\equiv1\pmod N$ the dilation

$$D x = m x + s,\qquad s=(1-m)c,$$

satisfies

$$DGD^{-1}\le G,\qquad [G:DGD^{-1}]=m^n .$$

The dilation fixes $c$; the vector $s$ is the image of the origin.

## Supercells that keep the parent's symmetry table

In the supercell coordinates $x'=(x-s)/m$, the operations of $DGD^{-1}$ have the same Seitz symbols as those of $G$ in the parent coordinates. An electronic-structure or phonon code that imposes the parent's table on a distorted $m\times m\times m$ supercell relies on this containment if the imposed operations are to be symmetries of the undistorted crystal too. The theorem guarantees it for uniform supercells with $m\equiv1\pmod N$ and the right origin.

The origin is where such a setup can go wrong. In one dimension, let $G$ consist of the integer translations and the inversions $x\mapsto -x+\tfrac13+k$ with $k$ an integer. Here $N=2$, but stretching by $3$ about the coordinate origin gives $x\mapsto -x+1+3k$, which is not in $G$. Stretching about $c=\tfrac16$, an inversion centre, works.

## From the stretched operation to the index

**Conjugation.** Since $D^{-1}x=(x-s)/m$,

$$DgD^{-1}x = m\left(R\,\frac{x-s}{m}+t\right)+s = gx+\mu(g),\qquad \mu(g)=(m-1)t+s-Rs .$$

Write $T_v$ for the translation by $v$. Then $DgD^{-1}=T_{\mu(g)}\,g$, which for $g\in G$ lies in $G$ exactly when $\mu(g)\in\mathbb Z^n$.

**Translations.** Because $DT_wD^{-1}=T_{mw}$ and conjugation is injective, the translations of $H=DGD^{-1}$ are exactly $m\mathbb Z^n$.

**Index.** Suppose $H\le G$. Consider the cosets $T_zH$ with $z\in\{0,\dots,m-1\}^n$.

- If $T_zH=T_{z'}H$, then $z'-z\in m\mathbb Z^n$. Each coordinate of the difference is smaller than $m$ in size, so $z=z'$.
- For $g\in G$, choose $z\equiv-\mu(g)\pmod m$. Then $T_{-z}\,g=T_{-z-\mu(g)}\,DgD^{-1}$ is a product of two elements of $H$, so $gH=T_zH$.

There are therefore $m^n$ cosets.

**Centre.** For each $Q$ in the point group choose one operation $\{Q\,|\,t_Q\}\in G$, and set $c=\frac1N\sum_Q t_Q$. For $g=\{R\,|\,t\}\in G$, the product $g\{Q\,|\,t_Q\}$ has linear part $RQ$ and translation part $Rt_Q+t$. It differs from $\{RQ\,|\,t_{RQ}\}$ by a lattice translation, so $Rt_Q+t-t_{RQ}\in\mathbb Z^n$. Summing over $Q$, and using that $RQ$ runs once through the point group, gives

$$N(Rc+t-c)=N(gc-c)\in\mathbb Z^n .$$

The point $c$ need not be fixed by $g$: in $pg$ the glide moves it by half a lattice vector.

**Combination.** With $s=(1-m)c$ and $m-1=kN$,

$$\mu(g)=(m-1)(t+Rc-c)=k\,N(gc-c)\in\mathbb Z^n .$$

Hence $H\le G$, and the index is $m^n$.

## The Lean file

```lean
import Mathlib

open Finset

namespace IsomorphicSubgroups

noncomputable section

/-- Seitz operations `x ↦ R x + t` in lattice coordinates: invertible affine maps of `ℝⁿ`. -/
abbrev SeitzOp (n : ℕ) := (Fin n → ℝ) ≃ᵃ[ℝ] (Fin n → ℝ)

/-- The pure translation `x ↦ v + x`. -/
def shift {n : ℕ} (v : Fin n → ℝ) : SeitzOp n := AffineEquiv.constVAdd ℝ (Fin n → ℝ) v

/-- The lattice `ℤⁿ` of vectors with integer coordinates. -/
def lattice (n : ℕ) : AddSubgroup (Fin n → ℝ) where
  carrier := {v | ∃ z : Fin n → ℤ, ∀ i, v i = z i}
  zero_mem' := ⟨0, by simp⟩
  add_mem' := by
    rintro a b ⟨y, hy⟩ ⟨z, hz⟩
    exact ⟨y + z, fun i => by simp [hy i, hz i]⟩
  neg_mem' := by
    rintro a ⟨y, hy⟩
    exact ⟨-y, fun i => by simp [hy i]⟩

/-- The point group: all linear parts of the operations of `G`. -/
def pointGroup {n : ℕ} (G : Subgroup (SeitzOp n)) :
    Subgroup ((Fin n → ℝ) ≃ₗ[ℝ] (Fin n → ℝ)) := G.map AffineEquiv.linearHom

/-- A space group in lattice coordinates: its translations are exactly `ℤⁿ` and its point group
is finite. -/
structure IsSpaceGroup {n : ℕ} (G : Subgroup (SeitzOp n)) : Prop where
  translations : ∀ v, shift v ∈ G ↔ v ∈ lattice n
  finite : Finite (pointGroup G)

/-- The dilation `x ↦ m x + s` with a nonzero natural factor `m`. -/
def dilation {n : ℕ} (m : ℕ) (hm : m ≠ 0) (s : Fin n → ℝ) : SeitzOp n :=
  shift s * (LinearEquiv.smulOfNeZero ℝ (Fin n → ℝ) (m : ℝ)
    (Nat.cast_ne_zero.2 hm)).toAffineEquiv

/-- The group `G` conjugated by the dilation `x ↦ m x + s`. -/
def rescaled {n : ℕ} (G : Subgroup (SeitzOp n)) (m : ℕ) (hm : m ≠ 0) (s : Fin n → ℝ) :
    Subgroup (SeitzOp n) := G.map (MulAut.conj (dilation m hm s)).toMonoidHom

/-- The vector `(m - 1) t + s - R s` attached to the operation `x ↦ R x + t`. -/
def mismatch {n : ℕ} (m : ℕ) (s : Fin n → ℝ) (g : SeitzOp n) : Fin n → ℝ :=
  ((m : ℝ) - 1) • g 0 + s - g.linear s

variable {n m : ℕ} {hm : m ≠ 0} {s : Fin n → ℝ} {G : Subgroup (SeitzOp n)}

/-- Every operation is its linear part followed by the translation by the image of the origin. -/
theorem seitz_apply (g : SeitzOp n) (x : Fin n → ℝ) : g x = g.linear x + g 0 := by
  simpa using g.map_vadd 0 x

/-- Conjugation by a dilation changes an operation only by the translation `mismatch`. -/
theorem conj_eq (g : SeitzOp n) :
    dilation m hm s * g * (dilation m hm s)⁻¹ = shift (mismatch m s g) * g := by
  rw [mul_inv_eq_iff_eq_mul]
  refine AffineEquiv.ext fun x => ?_
  change s + (m : ℝ) • g x = mismatch m s g + g (s + (m : ℝ) • x)
  rw [seitz_apply g x, seitz_apply g (s + (m : ℝ) • x), mismatch, map_add, map_smul]
  module

/-- The rescaled space group lies in `G` exactly when every mismatch is a lattice vector. -/
theorem rescaled_le_iff (hG : IsSpaceGroup G) :
    rescaled G m hm s ≤ G ↔ ∀ g ∈ G, mismatch m s g ∈ lattice n := by
  constructor
  · intro h g hg
    have h1 : dilation m hm s * g * (dilation m hm s)⁻¹ ∈ G := h ⟨g, hg, rfl⟩
    rw [conj_eq] at h1
    exact (hG.translations _).1 ((G.mul_mem_cancel_right hg).1 h1)
  · rintro h _ ⟨g, hg, rfl⟩
    change dilation m hm s * g * (dilation m hm s)⁻¹ ∈ G
    rw [conj_eq]
    exact G.mul_mem ((hG.translations _).2 (h g hg)) hg

/-- The translations of the rescaled space group are the vectors of `m ℤⁿ`. -/
theorem shift_mem_rescaled (hG : IsSpaceGroup G) {v : Fin n → ℝ} :
    shift v ∈ rescaled G m hm s ↔ ∃ w ∈ lattice n, v = (m : ℝ) • w := by
  have hc : ∀ w, MulAut.conj (dilation m hm s) (shift w) = shift ((m : ℝ) • w) := fun w => by
    rw [MulAut.conj_apply, mul_inv_eq_iff_eq_mul]
    refine AffineEquiv.ext fun x => ?_
    change s + (m : ℝ) • (w + x) = (m : ℝ) • w + (s + (m : ℝ) • x)
    module
  constructor
  · rintro ⟨g, hg, e⟩
    have hv : v = (m : ℝ) • ((m : ℝ)⁻¹ • v) := (smul_inv_smul₀ (Nat.cast_ne_zero.2 hm) v).symm
    have hgs : g = shift ((m : ℝ)⁻¹ • v) := by
      apply (MulAut.conj (dilation m hm s)).injective
      rw [hc, ← hv]
      exact e
    exact ⟨_, (hG.translations _).1 (hgs ▸ hg), hv⟩
  · rintro ⟨w, hw, rfl⟩
    exact ⟨shift w, (hG.translations w).2 hw, hc w⟩

/-- If the rescaled space group lies in `G`, its index in `G` is `mⁿ`. -/
theorem relIndex_rescaled (hG : IsSpaceGroup G) (h : rescaled G m hm s ≤ G) :
    (rescaled G m hm s).relIndex G = m ^ n := by
  have hpos : (0 : ℤ) < m := by omega
  have hinv : ∀ (u : Fin n → ℝ) (g : SeitzOp n), (shift u)⁻¹ * g = shift (-u) * g := by
    intro u g
    rw [inv_mul_eq_iff_eq_mul]
    exact AffineEquiv.ext fun x => (add_neg_cancel_left u (g x)).symm
  -- residue vectors modulo `m` label the cosets
  let v : (Fin n → Fin m) → Fin n → ℝ := fun z i => ((z i : ℕ) : ℝ)
  have hv : ∀ z, shift (v z) ∈ G := fun z =>
    (hG.translations _).2 ⟨fun i => ((z i : ℕ) : ℤ), fun i => by simp [v]⟩
  let f : (Fin n → Fin m) → G ⧸ (rescaled G m hm s).subgroupOf G :=
    fun z => QuotientGroup.mk ⟨shift (v z), hv z⟩
  have hf : ∀ z (g : G), f z = QuotientGroup.mk g ↔
      shift (-(v z)) * g.1 ∈ rescaled G m hm s := fun z g => by
    rw [← hinv]
    exact QuotientGroup.eq.trans Subgroup.mem_subgroupOf
  have hbij : Function.Bijective f := by
    constructor
    · intro z z' e
      have e1 : shift (-(v z)) * shift (v z') ∈ rescaled G m hm s := (hf z ⟨_, hv z'⟩).1 e
      have e2 : shift (-(v z)) * shift (v z') = shift (-(v z) + v z') :=
        AffineEquiv.ext fun x => (add_assoc _ _ _).symm
      rw [e2] at e1
      obtain ⟨w, ⟨y, hy⟩, hw⟩ := (shift_mem_rescaled hG).1 e1
      funext i
      have h1 : -((z i : ℕ) : ℤ) + ((z' i : ℕ) : ℤ) = m * y i := by
        have := congrFun hw i
        simp only [v, Pi.add_apply, Pi.neg_apply, Pi.smul_apply, smul_eq_mul, hy] at this
        exact_mod_cast this
      have h2 : ((z i : ℕ) : ℤ) < m := by exact_mod_cast (z i).isLt
      have h3 : ((z' i : ℕ) : ℤ) < m := by exact_mod_cast (z' i).isLt
      have h4 : y i < 1 := by nlinarith
      have h5 : -1 < y i := by nlinarith
      have h6 : y i = 0 := by omega
      rw [h6, mul_zero] at h1
      exact Fin.ext (by omega)
    · intro q
      obtain ⟨g, rfl⟩ := QuotientGroup.mk_surjective q
      obtain ⟨y, hy⟩ := (rescaled_le_iff hG).1 h g.1 g.2
      have hr : ∀ i, ∃ r : Fin m, ∃ k : ℤ, -(y i) = ((r : ℕ) : ℤ) + m * k := fun i => by
        have h1 := Int.emod_nonneg (-(y i)) hpos.ne'
        have h2 := Int.emod_lt_of_pos (-(y i)) hpos
        refine ⟨⟨(-(y i) % m).toNat, by omega⟩, -(y i) / m, ?_⟩
        change -(y i) = ((-(y i) % m).toNat : ℤ) + _
        rw [Int.toNat_of_nonneg h1, Int.emod_def]
        ring
      choose r k hk using hr
      refine ⟨r, (hf r g).2 ?_⟩
      have e : shift (-(v r)) * g.1 = shift (-(v r) - mismatch m s g.1) *
          (dilation m hm s * g.1 * (dilation m hm s)⁻¹) := by
        rw [conj_eq]
        refine AffineEquiv.ext fun x => ?_
        change -(v r) + g.1 x = (-(v r) - mismatch m s g.1) + (mismatch m s g.1 + g.1 x)
        abel
      rw [e]
      refine mul_mem ((shift_mem_rescaled hG).2
        ⟨fun i => (k i : ℝ), ⟨k, fun _ => rfl⟩, ?_⟩) ⟨g.1, g.2, rfl⟩
      funext i
      have := congrArg (Int.cast : ℤ → ℝ) (hk i)
      push_cast at this
      simp only [v, Pi.sub_apply, Pi.neg_apply, Pi.smul_apply, smul_eq_mul, hy i]
      linarith
  change Nat.card (G ⧸ (rescaled G m hm s).subgroupOf G) = m ^ n
  rw [← Nat.card_eq_of_bijective f hbij]
  simp [Nat.card_eq_fintype_card]

/-- A space group with point group of order `N` has a point `c` that each operation moves by a
vector of `(1/N) ℤⁿ`. -/
theorem exists_centre (hG : IsSpaceGroup G) :
    ∃ c, ∀ g ∈ G, (Nat.card (pointGroup G) : ℝ) • (g c - c) ∈ lattice n := by
  have := hG.finite
  let _ := Fintype.ofFinite (pointGroup G)
  have hN : (Nat.card (pointGroup G) : ℝ) ≠ 0 := Nat.cast_ne_zero.2 Nat.card_pos.ne'
  have hrep : ∀ Q : pointGroup G, ∃ g : SeitzOp n, g ∈ G ∧ g.linear = Q.1 := fun Q => Q.2
  choose r hrG hrl using hrep
  -- the centre is the mean of the translation parts over the point group
  refine ⟨(Nat.card (pointGroup G) : ℝ)⁻¹ • ∑ Q, r Q 0, fun g hg => ?_⟩
  let R : pointGroup G := ⟨g.linear, g, hg, rfl⟩
  have key : ∀ Q, g (r Q 0) - r (R * Q) 0 ∈ lattice n := fun Q => by
    have e : shift (g (r Q 0) - r (R * Q) 0) * r (R * Q) = g * r Q := by
      refine AffineEquiv.ext fun x => ?_
      change g (r Q 0) - r (R * Q) 0 + r (R * Q) x = g (r Q x)
      have hl : (r (R * Q)).linear x = g.linear ((r Q).linear x) := by
        rw [hrl, hrl]
        rfl
      rw [seitz_apply (r (R * Q)) x, hl, seitz_apply (r Q) x, seitz_apply g (r Q 0),
        seitz_apply g ((r Q).linear x + r Q 0), map_add]
      abel
    exact (hG.translations _).1
      ((G.mul_mem_cancel_right (hrG (R * Q))).1 (e ▸ G.mul_mem hg (hrG Q)))
  have hsum : ∑ Q, (g (r Q 0) - r (R * Q) 0) ∈ lattice n := sum_mem fun Q _ => key Q
  have hre : ∑ Q, r (R * Q) 0 = ∑ Q, r Q 0 :=
    Equiv.sum_comp (Equiv.mulLeft R) (fun Q => r Q 0)
  have hg' : ∑ Q, g (r Q 0) =
      g.linear (∑ Q, r Q 0) + (Nat.card (pointGroup G) : ℝ) • g 0 := by
    rw [sum_congr rfl fun Q _ => seitz_apply g (r Q 0), sum_add_distrib, map_sum, sum_const,
      card_univ, ← Nat.card_eq_fintype_card, Nat.cast_smul_eq_nsmul]
  rw [sum_sub_distrib, hre, hg'] at hsum
  rw [seitz_apply g, map_smul, smul_sub, smul_add, smul_inv_smul₀ hN, smul_inv_smul₀ hN]
  exact hsum

/-- A space group `G` with point group of order `N` has a centre `c` such that, for every positive
`m ≡ 1` modulo `N`, the dilation by `m` about `c` conjugates `G` onto a subgroup of index `mⁿ`. -/
theorem isomorphic_subgroups (hG : IsSpaceGroup G) :
    ∃ c : Fin n → ℝ, ∀ (m : ℕ) (hm : m ≠ 0), m ≡ 1 [MOD Nat.card (pointGroup G)] →
      rescaled G m hm ((1 - (m : ℝ)) • c) ≤ G ∧
        (rescaled G m hm ((1 - (m : ℝ)) • c)).relIndex G = m ^ n := by
  obtain ⟨c, hc⟩ := exists_centre hG
  refine ⟨c, fun m hm h => ?_⟩
  obtain ⟨k, hk⟩ := Nat.modEq_iff_dvd.1 h.symm
  have hk' : (k : ℝ) * (Nat.card (pointGroup G) : ℝ) = (m : ℝ) - 1 := by
    have := congrArg (Int.cast : ℤ → ℝ) hk
    push_cast at this
    linarith
  have hle : rescaled G m hm ((1 - (m : ℝ)) • c) ≤ G := by
    refine (rescaled_le_iff hG).2 fun g hg => ?_
    -- the mismatch is `k` times the lattice vector `N (g c - c)`
    have e : mismatch m ((1 - (m : ℝ)) • c) g =
        k • ((Nat.card (pointGroup G) : ℝ) • (g c - c)) := by
      rw [← Int.cast_smul_eq_zsmul ℝ k, smul_smul, hk', seitz_apply g c, mismatch, map_smul]
      module
    rw [e]
    exact zsmul_mem (hc g hg) k
  exact ⟨hle, relIndex_rescaled hG hle⟩

/-- Beyond any bound there is a prime `p` for which some dilation by `p` conjugates the space
group `G` onto a subgroup of index `pⁿ`. -/
theorem exists_prime_isomorphic (hG : IsSpaceGroup G) (B : ℕ) :
    ∃ (p : ℕ) (hp : p.Prime), B < p ∧ ∃ s, rescaled G p hp.ne_zero s ≤ G ∧
      (rescaled G p hp.ne_zero s).relIndex G = p ^ n := by
  have := hG.finite
  obtain ⟨c, hc⟩ := isomorphic_subgroups hG
  obtain ⟨p, hp, hB, h1⟩ := Nat.exists_prime_gt_modEq_one B
    (Nat.card_pos (α := pointGroup G)).ne'
  exact ⟨p, hp, hB, _, hc p hp.ne_zero h1⟩

end

end IsomorphicSubgroups
```

```lean
#print axioms IsomorphicSubgroups.isomorphic_subgroups
#print axioms IsomorphicSubgroups.exists_prime_isomorphic
```

```
'IsomorphicSubgroups.isomorphic_subgroups' depends on axioms: [propext, Classical.choice, Quot.sound]
'IsomorphicSubgroups.exists_prime_isomorphic' depends on axioms: [propext, Classical.choice, Quot.sound]
```

## Groups, dilations and index in Lean

`SeitzOp n` is the type of invertible affine maps of $\mathbb R^n$. For an operation `g`, the linear part $R$ is `g.linear` and the translation part $t$ is `g 0`. The point group is the image of `G` under taking linear parts, and $N$ is `Nat.card (pointGroup G)`.

`IsSpaceGroup` has two conditions. `translations` says that the pure translations in `G` are exactly the integer vectors, which means that the coordinates refer to a primitive basis. `finite` stands for the physical fact that only finitely many distance-preserving linear maps carry a crystal lattice onto itself. No metric appears.

`rescaled G m hm s` is $DGD^{-1}$, and `mismatch`, a name local to this file, is $\mu(g)$. In `isomorphic_subgroups` the point `c` is chosen before `m`, so one centre serves all factors. The conclusion gives containment and index separately, with `relIndex G` counting cosets in `G`. The hypothesis `hm : m ≠ 0` is needed to form the dilation; it excludes a case only for $N=1$, where $0\equiv1\pmod 1$.

`exists_prime_isomorphic` adds that beyond any bound `B` there is a prime $p$ for which some dilation by $p$ gives a subgroup of index $p^n$.

## How the lemmas divide the argument

- `conj_eq` is the conjugation formula. It moves the inverse to the other side, compares both maps at a point `x`, and leaves the vector identity to `module`.
- `rescaled_le_iff` turns containment into integrality of every $\mu(g)$, by cancelling `g` inside the group.
- `shift_mem_rescaled` identifies the translations of the rescaled group as $m\mathbb Z^n$.
- `relIndex_rescaled` builds the map `f` from residue vectors to cosets. For injectivity, inequalities force the integer `y i` to lie strictly between $-1$ and $1$. For surjectivity, integer division supplies the residue `r` and quotient `k`.
- `exists_centre` selects the representatives with `choose`. Its step `key` is the lattice relation for each $Q$, and `Equiv.sum_comp` reindexes the sum by $Q\mapsto RQ$.
- `isomorphic_subgroups` extracts $k$ from the congruence, rewrites the mismatch as $k$ times a lattice vector, and applies the index lemma.
- `exists_prime_isomorphic` combines this with Mathlib's theorem that there are arbitrarily large primes congruent to $1$ modulo $N$.

## Primitive cells, other factors and maximality

The step left to the user is the change of basis. A crystal's operations must first be written in a primitive basis; in a conventional centred cell the centring translations are not integer vectors, and `translations` fails.

The congruence is a sufficient condition. It can demand large cells: for a three-dimensional group with $N=48$, the first factor after $1$ is $49$. Smaller factors may still work, and `rescaled_le_iff` gives the criterion for any nonzero $m$ and any $s$. In practice one representative per point-group element is enough, because adding a lattice vector $u$ to $t$ changes $\mu(g)$ by the integer vector $(m-1)u$.

Crystallographic tables usually list maximal isomorphic subgroups, including those whose cell is enlarged along one axis only. The theorem treats uniform enlargement and makes no claim of maximality.
